# Continuously differentiable wavefunctions of minimum uncertainty are Gaussian

Take a single particle on a line, in units with $\hbar = 1$. Its wavefunction $\psi:\mathbb R\to\mathbb C$ is differentiable with continuous derivative, and it is normalised, $\int|\psi|^2\,dx = 1$. The momentum operator is $p=-i\,d/dx$. For real numbers $m$ and $k$, define

$$D(x) = \psi'(x) - ik\,\psi(x),\qquad X=\int (x-m)^2|\psi(x)|^2\,dx,\qquad P=\int |D(x)|^2\,dx .$$

Since $D = i(p-k)\psi$, the number $P$ is the mean square deviation of momentum from $k$, just as $X$ is that of position from $m$. Neither $m$ nor $k$ is assumed to be a mean value.

The claim is that if $XP = 1/4$, then for all $x$

$$\psi(x)=\psi(m)\,\exp\!\Big(ik(x-m)-\frac{(x-m)^2}{4s^2}\Big),\qquad s=\sqrt X .$$

For an initial state in a simulation of one particle on a line, requiring continuous differentiability and the minimum spread product therefore leaves only $m$, $k$, $s$ and a constant phase to choose.

## From the spread product to a differential equation

For real $t$, consider the combination $D+t(x-m)\psi$. Its squared modulus is

$$|D+t(x-m)\psi|^2=|D|^2+2t(x-m)\,\mathrm{Re}(\bar\psi D)+t^2(x-m)^2|\psi|^2 .$$

The term $-ik\psi$ in $D$ contributes $\mathrm{Re}(-ik|\psi|^2)=0$ to the cross term, so $2\,\mathrm{Re}(\bar\psi D)=2\,\mathrm{Re}(\bar\psi\psi')=(|\psi|^2)'$. With $G(x)=(x-m)(|\psi|^2)'(x)$, the expansion becomes

$$|D+t(x-m)\psi|^2=|D|^2+tG+t^2(x-m)^2|\psi|^2 .$$

Suppose that both spreads are finite. The left side is nonnegative at $t=1$ and $t=-1$, which gives $|G|\le |D|^2+(x-m)^2|\psi|^2$, so $G$ is integrable. The function $(x-m)|\psi|^2$ is integrable too, because $|x-m|\le 1+(x-m)^2$. Its derivative is

$$\big((x-m)|\psi|^2\big)'=|\psi|^2+G ,$$

which is also integrable. The function therefore has limits at $\pm\infty$, and since it is integrable these limits are zero. The integral of the derivative vanishes, so $\int G\,dx=-1$ and

$$\int|D+t(x-m)\psi|^2\,dx = P-t+t^2X\;\ge 0\quad\text{for every real } t .$$

If $X$ were zero, the choice $t=P+1$ would make this $-1$. Hence $X>0$, and $t=u=1/(2X)$ gives $P-1/(4X)\ge0$, that is, $XP\ge 1/4$.

If $XP=1/4$, the integral at $t=u$ is zero. Its integrand is continuous and nonnegative, so it vanishes at every point, and $D=-u(x-m)\psi$. Multiplying by $2s^2=2X=1/u$ gives

$$2s^2(\psi'-ik\psi)=-(x-m)\psi .$$

## Solving the equation

Let $\varphi(x)=ik(x-m)-(x-m)^2/(4s^2)$ with $s\neq0$. Then $\varphi'(x)=ik-(x-m)/(2s^2)$, and the differential equation says $\psi'=\varphi'\psi$. Consequently

$$(\psi e^{-\varphi})'=(\psi'-\varphi'\psi)e^{-\varphi}=0 ,$$

so $\psi e^{-\varphi}$ is constant. At $x=m$ the exponent is zero and the constant is $\psi(m)$, which gives $\psi=\psi(m)e^{\varphi}$. Conversely, differentiating this expression returns the equation.

## Packets, spreads and the equation in Lean

The development uses Mathlib's integration theory and complex exponential.

```lean
import Mathlib

open MeasureTheory Complex

namespace MinimumUncertaintyGaussian

noncomputable section
```

The function $\varphi$ is `exponent`. Its parameters are real and its value is complex.

```lean
/-- The complex exponent `i k (x - m) - (x - m)² / (4 s²)` of a Gaussian wave packet. -/
def exponent (m k s x : ℝ) : ℂ :=
  I * k * ((x : ℂ) - m) - ((x : ℂ) - m) ^ 2 / (4 * (s : ℂ) ^ 2)
```

The packet has a free complex amplitude `A`. The theorems below set it to `ψ m` and use the packet only with $s\neq0$. At $s=0$ Lean's convention for division by zero would turn it into a plane wave.

```lean
/-- The Gaussian wave packet with amplitude `A`, centre `m`, wave number `k` and width `s`. -/
def gaussianPacket (A : ℂ) (m k s x : ℝ) : ℂ := A * Complex.exp (exponent m k s x)
```

The function $D$ is `momentumDeviation`, with Mathlib's `deriv` for $\psi'$.

```lean
/-- The function `ψ' - i k ψ`, which is `i (p - k) ψ` for the momentum operator `p = -i d/dx`. -/
def momentumDeviation (ψ : ℝ → ℂ) (k x : ℝ) : ℂ := deriv ψ x - I * k * ψ x
```

The two spreads are real integrals over the whole line. They are not divided by $\int|\psi|^2$, so they are mean square deviations only for a normalised $\psi$.

```lean
/-- The mean square deviation of position from `m`, for a normalised wavefunction for which it is
finite. -/
def positionSpread (ψ : ℝ → ℂ) (m : ℝ) : ℝ := ∫ x, (x - m) ^ 2 * ‖ψ x‖ ^ 2

/-- The mean square deviation of momentum from `k`, for a normalised, differentiable wavefunction
for which it is finite. -/
def momentumSpread (ψ : ℝ → ℂ) (k : ℝ) : ℝ := ∫ x, ‖momentumDeviation ψ k x‖ ^ 2
```

The function $G$ is `densityDrift`. The real inner product of two complex numbers $a$ and $b$ is $\mathrm{Re}(\bar a b)$, so twice `inner ℝ (ψ x) (deriv ψ x)` is the slope of $|\psi|^2$.

```lean
/-- The displacement `x - m` times the slope of the probability density `‖ψ‖²`. -/
def densityDrift (ψ : ℝ → ℂ) (m x : ℝ) : ℝ := (x - m) * (2 * inner ℝ (ψ x) (deriv ψ x))
```

The differential equation is stated without division. For $s\ne0$ it is the same as $\psi'=(ik-(x-m)/(2s^2))\psi$.

```lean
/-- The first-order equation `2 s² (ψ' - i k ψ) = -(x - m) ψ` on the whole line. -/
def SaturationEquation (ψ : ℝ → ℂ) (m k s : ℝ) : Prop :=
  ∀ x : ℝ, 2 * (s : ℂ) ^ 2 * momentumDeviation ψ k x = -((x : ℂ) - m) * ψ x
```

## The equation and its Gaussian solutions

The first lemma differentiates $\varphi$: `hx` handles $x-m$, `hq` handles its square by the product rule, and the last line combines them.

```lean
/-- The exponent of the packet has derivative `i k - (x - m) / (2 s²)`. -/
theorem exponent_hasDerivAt (m k s x : ℝ) :
    HasDerivAt (exponent m k s) (I * k - ((x : ℂ) - m) / (2 * (s : ℂ) ^ 2)) x := by
  have hx : HasDerivAt (fun y : ℝ => (y : ℂ) - m) 1 x :=
    ((hasDerivAt_id' x).ofReal_comp.sub_const (m : ℂ)).congr_deriv Complex.ofReal_one
  have hq : HasDerivAt (fun y : ℝ => ((y : ℂ) - m) ^ 2) (2 * ((x : ℂ) - m)) x := by
    simp only [pow_two]
    exact (hx.fun_mul hx).congr_deriv (by ring)
  exact ((hx.const_mul (I * k)).fun_sub (hq.div_const (4 * (s : ℂ) ^ 2))).congr_deriv (by ring)
```

The next theorem is an equivalence for every differentiable $\psi$ and every real $s\neq0$. It requires neither normalisation nor a continuous derivative. In the forward direction, `hd` recovers $\psi'=\varphi'\psi$, `hq` shows that $\psi e^{-\varphi}$ has zero derivative, and `hconst` equates its values at $x$ and $m$. Multiplying by $e^{\varphi}$ finishes that half. The reverse direction differentiates the packet.

```lean
/-- For `s ≠ 0`, a differentiable wavefunction solves the saturation equation exactly when it is the
Gaussian packet with amplitude `ψ m`. -/
theorem saturation_iff_gaussian {ψ : ℝ → ℂ} (hψ : Differentiable ℝ ψ) (m k : ℝ) {s : ℝ}
    (hs : s ≠ 0) :
    SaturationEquation ψ m k s ↔ ∀ x, ψ x = gaussianPacket (ψ m) m k s x := by
  have hs2 : 2 * (s : ℂ) ^ 2 ≠ 0 :=
    mul_ne_zero two_ne_zero (pow_ne_zero 2 (Complex.ofReal_ne_zero.mpr hs))
  have hw (x : ℝ) : 2 * (s : ℂ) ^ 2 * (((x : ℂ) - m) / (2 * (s : ℂ) ^ 2)) = (x : ℂ) - m :=
    mul_div_cancel₀ _ hs2
  constructor
  · intro h x
    -- dividing out the exponential leaves a function with zero derivative
    have hq (y : ℝ) : HasDerivAt (fun z => ψ z * Complex.exp (-exponent m k s z)) 0 y := by
      have hd : deriv ψ y = (I * k - ((y : ℂ) - m) / (2 * (s : ℂ) ^ 2)) * ψ y := by
        apply mul_left_cancel₀ hs2
        have hy := h y
        unfold momentumDeviation at hy
        linear_combination hy + ψ y * hw y
      refine ((hψ y).hasDerivAt.fun_mul (exponent_hasDerivAt m k s y).fun_neg.cexp).congr_deriv ?_
      rw [hd]
      ring
    have hconst := is_const_of_deriv_eq_zero (fun y => (hq y).differentiableAt)
      (fun y => (hq y).deriv) x m
    have hm : exponent m k s m = 0 := by simp [exponent]
    simp only [hm, neg_zero, Complex.exp_zero, mul_one] at hconst
    have he : Complex.exp (-exponent m k s x) * Complex.exp (exponent m k s x) = 1 := by
      rw [← Complex.exp_add, neg_add_cancel, Complex.exp_zero]
    unfold gaussianPacket
    linear_combination Complex.exp (exponent m k s x) * hconst - ψ x * he
  · intro h x
    have hd : HasDerivAt ψ ((I * k - ((x : ℂ) - m) / (2 * (s : ℂ) ^ 2)) * ψ x) x := by
      have hg := (exponent_hasDerivAt m k s x).cexp.const_mul (ψ m)
      have hfun : ψ = fun y => ψ m * Complex.exp (exponent m k s y) := funext h
      have hx : ψ x = ψ m * Complex.exp (exponent m k s x) := h x
      rw [← hfun] at hg
      refine hg.congr_deriv ?_
      rw [hx]
      ring
    unfold momentumDeviation
    linear_combination 2 * (s : ℂ) ^ 2 * hd.deriv - ψ x * hw x
```

## The quadratic in $t$

The pointwise expansion is checked by writing both sides in real and imaginary parts. It holds for any function `ψ`, because it is an algebraic identity in the values of `ψ` and `deriv ψ`.

```lean
/-- Pointwise expansion of the squared norm of `(ψ' - i k ψ) + t (x - m) ψ` in powers of `t`. -/
theorem defect_expand (ψ : ℝ → ℂ) (m k t x : ℝ) :
    ‖momentumDeviation ψ k x + t * ((x : ℂ) - m) * ψ x‖ ^ 2 =
      ‖momentumDeviation ψ k x‖ ^ 2 + t * densityDrift ψ m x
        + t ^ 2 * ((x - m) ^ 2 * ‖ψ x‖ ^ 2) := by
  simp only [momentumDeviation, densityDrift, Complex.inner, Complex.sq_norm,
    Complex.normSq_apply, Complex.add_re, Complex.add_im, Complex.sub_re, Complex.sub_im,
    Complex.mul_re, Complex.mul_im, Complex.I_re, Complex.I_im, Complex.ofReal_re,
    Complex.ofReal_im, Complex.conj_re, Complex.conj_im]
  ring
```

The integrated version assumes normalisation, a continuous derivative and finite spreads; `hX` and `hP` express the last of these as integrability. Normalisation also supplies the integrability of $|\psi|^2$, since Lean gives a non-integrable function the integral $0$, which is not $1$.

In the proof, `hG` is the integrability of $G$, obtained from the bound given by $t=\pm1$, and `hF` is the integrability of $(x-m)|\psi|^2$. The integration by parts is `hI`, which becomes $1+\int G=0$ once the integral is split. The remaining lines integrate the expansion term by term.

```lean
/-- For a normalised, continuously differentiable wavefunction with finite spreads, the squared norm
of `(ψ' - i k ψ) + t (x - m) ψ` is integrable, and its integral is a quadratic polynomial in `t`
built from the two spreads. -/
theorem defect_integral {ψ : ℝ → ℂ} (hψ : Differentiable ℝ ψ) (hc : Continuous (deriv ψ))
    (hN : ∫ x, ‖ψ x‖ ^ 2 = 1) {m k : ℝ}
    (hX : Integrable fun x => (x - m) ^ 2 * ‖ψ x‖ ^ 2)
    (hP : Integrable fun x => ‖momentumDeviation ψ k x‖ ^ 2) (t : ℝ) :
    Integrable (fun x : ℝ => ‖momentumDeviation ψ k x + t * ((x : ℂ) - m) * ψ x‖ ^ 2) ∧
    ∫ x : ℝ, ‖momentumDeviation ψ k x + t * ((x : ℂ) - m) * ψ x‖ ^ 2 =
      momentumSpread ψ k - t + t ^ 2 * positionSpread ψ m := by
  have hψc := hψ.continuous
  have hN' : Integrable fun x => ‖ψ x‖ ^ 2 := by
    by_contra h
    rw [integral_undef h] at hN
    exact zero_ne_one hN
  -- the cross term is dominated by the two spreads
  have hG : Integrable (densityDrift ψ m) := by
    refine (hP.add hX).mono' (Continuous.aestronglyMeasurable ?_)
      (Filter.Eventually.of_forall fun x => ?_)
    · unfold densityDrift
      fun_prop
    · have p1 := (sq_nonneg _).trans_eq (defect_expand ψ m k 1 x)
      have p2 := (sq_nonneg _).trans_eq (defect_expand ψ m k (-1) x)
      simp only [Pi.add_apply, Real.norm_eq_abs, abs_le]
      constructor <;> linarith
  have hF : Integrable fun x => (x - m) * ‖ψ x‖ ^ 2 := by
    refine (hN'.add hX).mono' (Continuous.aestronglyMeasurable (by fun_prop))
      (Filter.Eventually.of_forall fun x => ?_)
    have q := sq_nonneg ‖ψ x‖
    have q1 := mul_nonneg q (sq_nonneg (x - m + 1))
    have q2 := mul_nonneg q (sq_nonneg (x - m - 1))
    have q3 := mul_nonneg q (sq_nonneg (x - m))
    simp only [Pi.add_apply, Real.norm_eq_abs, abs_le]
    constructor <;> nlinarith
  -- integration by parts without boundary terms
  have hI : ∫ x, (‖ψ x‖ ^ 2 + densityDrift ψ m x) = 0 := by
    refine integral_eq_zero_of_hasDerivAt_of_integrable (fun x => ?_) (hN'.add hG) hF
    refine (((hasDerivAt_id' x).sub_const m).fun_mul
      (hψ x).hasDerivAt.norm_sq).congr_deriv ?_
    simp only [densityDrift, one_mul]
  rw [integral_add hN' hG, hN] at hI
  have h12 : Integrable fun x => ‖momentumDeviation ψ k x‖ ^ 2 + t * densityDrift ψ m x :=
    hP.add (hG.const_mul t)
  simp only [defect_expand]
  refine ⟨h12.add (hX.const_mul (t ^ 2)), ?_⟩
  rw [integral_add h12 (hX.const_mul (t ^ 2)), integral_add hP (hG.const_mul t),
    integral_const_mul, integral_const_mul]
  unfold momentumSpread positionSpread
  linear_combination t * hI
```

## The lower bound and the case of equality

The uncertainty relation is proved here for normalised, continuously differentiable wavefunctions with finite spreads about arbitrary $m$ and $k$. It is not stated for general square-integrable states or for other pairs of observables. The proof separates $X=0$, excluded by $t=P+1$, from $X>0$, where `u` satisfies $Xu=1/2$. The identity `e` is $X(P-u+u^2X)=XP-1/4$.

```lean
/-- Heisenberg's uncertainty relation for normalised, continuously differentiable wavefunctions with
finite spreads: the product of the two mean square deviations is at least `1/4`, in units with `ħ =
1`. -/
theorem heisenberg {ψ : ℝ → ℂ} (hψ : Differentiable ℝ ψ) (hc : Continuous (deriv ψ))
    (hN : ∫ x, ‖ψ x‖ ^ 2 = 1) {m k : ℝ}
    (hX : Integrable fun x => (x - m) ^ 2 * ‖ψ x‖ ^ 2)
    (hP : Integrable fun x => ‖momentumDeviation ψ k x‖ ^ 2) :
    1 / 4 ≤ positionSpread ψ m * momentumSpread ψ k := by
  have q (t : ℝ) : 0 ≤ momentumSpread ψ k - t + t ^ 2 * positionSpread ψ m := by
    rw [← (defect_integral hψ hc hN hX hP t).2]
    exact integral_nonneg fun x => sq_nonneg _
  have hX0 : 0 ≤ positionSpread ψ m := integral_nonneg fun x => by positivity
  rcases hX0.eq_or_lt with h0 | hpos
  · have h := q (momentumSpread ψ k + 1)
    rw [← h0] at h
    linarith
  · -- the quadratic is smallest at t = 1 / (2 X)
    obtain ⟨u, hu⟩ : ∃ u, positionSpread ψ m * u = 1 / 2 :=
      ⟨1 / 2 / positionSpread ψ m, mul_div_cancel₀ _ hpos.ne'⟩
    have h := mul_nonneg hX0 (q u)
    have e : positionSpread ψ m * (momentumSpread ψ k - u + u ^ 2 * positionSpread ψ m) =
        positionSpread ψ m * momentumSpread ψ k - 1 / 4 := by
      linear_combination (positionSpread ψ m * u - 1 / 2) * hu
    linarith
```

The last theorem assumes the same regularity and normalisation, together with `hmin`, the condition $XP=1/4$. Finite spreads are not a separate hypothesis: the product is nonzero, so neither spread is zero, and both integrands are integrable by the argument already used for the norm. The conclusion holds at every `x`, with width `√(positionSpread ψ m)`.

The proof follows the derivation by hand. The equation `hzero` says that the quadratic vanishes at `u`. A nonnegative integrable function with zero integral vanishes almost everywhere, which is `hae`; continuity extends this to every point in `hall`. Then `hy` is $D+u(y-m)\psi=0$ at the point $y$, and `hsu` is $2s^2u=1$. Together they give the saturation equation, and the forward half of `saturation_iff_gaussian` turns it into the packet.

The theorem runs from minimum uncertainty to the Gaussian form. The converse, that a normalised packet of this form has spread product $1/4$, is not proved in Lean, but it follows by hand. The packet decays fast enough for both spreads to be finite, and it solves the differential equation, so with $u=1/(2s^2)$ both $P=u^2X$ and $P-u+u^2X=0$ hold. These give $X=s^2$ and $P=1/(4s^2)$.

```lean
/-- A normalised, continuously differentiable wavefunction whose spreads about `m` and `k` have
product exactly `1/4` is a Gaussian packet, with width equal to the root mean square deviation of
position from `m`. -/
theorem minimum_uncertainty_is_gaussian {ψ : ℝ → ℂ} (hψ : Differentiable ℝ ψ)
    (hc : Continuous (deriv ψ)) (hN : ∫ x, ‖ψ x‖ ^ 2 = 1) {m k : ℝ}
    (hmin : positionSpread ψ m * momentumSpread ψ k = 1 / 4) (x : ℝ) :
    ψ x = gaussianPacket (ψ m) m k (√(positionSpread ψ m)) x := by
  have hψc := hψ.continuous
  have hX0 : positionSpread ψ m ≠ 0 := by
    intro h
    norm_num [h] at hmin
  have hP0 : momentumSpread ψ k ≠ 0 := by
    intro h
    norm_num [h] at hmin
  -- nonzero spreads are integrals of integrable functions
  have hX : Integrable fun x => (x - m) ^ 2 * ‖ψ x‖ ^ 2 := by
    by_contra h
    exact hX0 (integral_undef h)
  have hP : Integrable fun x => ‖momentumDeviation ψ k x‖ ^ 2 := by
    by_contra h
    exact hP0 (integral_undef h)
  have hXnn : 0 ≤ positionSpread ψ m := integral_nonneg fun x => by positivity
  have hXpos : 0 < positionSpread ψ m := lt_of_le_of_ne hXnn hX0.symm
  obtain ⟨u, hu⟩ : ∃ u, positionSpread ψ m * u = 1 / 2 :=
    ⟨1 / 2 / positionSpread ψ m, mul_div_cancel₀ _ hX0⟩
  obtain ⟨hint, hval⟩ := defect_integral hψ hc hN hX hP u
  have hzero : momentumSpread ψ k - u + u ^ 2 * positionSpread ψ m = 0 := by
    apply mul_left_cancel₀ hX0
    linear_combination (positionSpread ψ m * u - 1 / 2) * hu + hmin
  rw [hzero] at hval
  -- a continuous nonnegative function with zero integral vanishes everywhere
  have hcont : Continuous fun x : ℝ =>
      ‖momentumDeviation ψ k x + u * ((x : ℂ) - m) * ψ x‖ ^ 2 := by
    unfold momentumDeviation
    fun_prop
  have hae := (integral_eq_zero_iff_of_nonneg (fun x => sq_nonneg _) hint).mp hval
  have hall := Measure.eq_of_ae_eq hae hcont continuous_zero
  refine (saturation_iff_gaussian hψ m k (Real.sqrt_pos.mpr hXpos).ne').mp (fun y => ?_) x
  have hy : momentumDeviation ψ k y + u * ((y : ℂ) - m) * ψ y = 0 :=
    norm_eq_zero.mp (pow_eq_zero_iff two_ne_zero |>.mp (congrFun hall y))
  have hsu : 2 * ((√(positionSpread ψ m) : ℝ) : ℂ) ^ 2 * (u : ℂ) = 1 := by
    have hr : 2 * √(positionSpread ψ m) ^ 2 * u = 1 := by
      rw [Real.sq_sqrt hXnn]
      linarith
    exact_mod_cast hr
  linear_combination 2 * ((√(positionSpread ψ m) : ℝ) : ℂ) ^ 2 * hy - ((y : ℂ) - m) * ψ y * hsu

end

end MinimumUncertaintyGaussian
```

```lean
#print axioms MinimumUncertaintyGaussian.heisenberg
-- 'MinimumUncertaintyGaussian.heisenberg' depends on axioms: [propext, Classical.choice, Quot.sound]
#print axioms MinimumUncertaintyGaussian.minimum_uncertainty_is_gaussian
-- 'MinimumUncertaintyGaussian.minimum_uncertainty_is_gaussian' depends on axioms: [propext, Classical.choice, Quot.sound]
```
